# A 1/K² error bound for thermodynamic integration with K trapezoid intervals on a finite state space

A solute's interaction with its solvent is switched on through a coupling $\lambda$, with energy $U_0+\lambda V$. The free-energy change is the integral of $\langle V\rangle_\lambda$ from 0 to 1, but simulations supply the average only at a few values of $\lambda$. How large an error comes from the spacing of those values alone?

For finitely many states, $\beta>0$ and $a\le V\le b$, the trapezoid rule with $K\ge1$ equal intervals errs by at most $\beta^2(b-a)^3/(48K^2)$. In such a finite model with exact averages, this gives a number of coupling values sufficient for a chosen tolerance.

## Boltzmann averages and the quadrature rule

The states form a finite type `X`, and `U₀` and `V` are arbitrary real functions on it. The inverse temperature is $\beta=1/(k_BT)$. The coupling usually written $\lambda$ is called $s$ from here on, as in the code.

In Lean 4 with Mathlib:

```lean
import Mathlib

open Finset

namespace ThermodynamicIntegrationTrapezoid

noncomputable section

variable {X : Type*} [Fintype X] (β : ℝ) (U₀ V : X → ℝ)
```

The partition function is $Z(s)=\sum_x e^{-\beta(U_0(x)+sV(x))}$.

```lean
/-- Partition function of the energy `U₀ + s V` at inverse temperature `β`. -/
def partitionFn (s : ℝ) : ℝ := ∑ x, Real.exp (-β * (U₀ x + s * V x))
```

Dividing each weight by $Z$ gives the normalised probability $p_s(x)=e^{-\beta(U_0(x)+sV(x))}/Z(s)$.

```lean
/-- Boltzmann probability of the state `x` at coupling `s`, on a nonempty state space. -/
def prob (s : ℝ) (x : X) : ℝ :=
  Real.exp (-β * (U₀ x + s * V x)) / partitionFn β U₀ V s
```

The canonical average of an observable $f$ is $\langle f\rangle_s=\sum_x p_s(x)f(x)$.

```lean
/-- Canonical average of the observable `f` at coupling `s`, on a nonempty state space. -/
def avg (s : ℝ) (f : X → ℝ) : ℝ := ∑ x, prob β U₀ V s x * f x
```

The central moments of $V$ are $\mu_n(s)=\langle(V-\langle V\rangle_s)^n\rangle_s$; $\mu_2$ is the variance.

```lean
/-- The `n`-th central moment of `V` at coupling `s`, on a nonempty state space. -/
def centralMoment (n : ℕ) (s : ℝ) : ℝ :=
  avg β U₀ V s (fun x => (V x - avg β U₀ V s V) ^ n)
```

The free energy is $F(s)=-\beta^{-1}\ln Z(s)$.

```lean
/-- Helmholtz free energy at coupling `s`, for `β ≠ 0` and a nonempty state space. -/
def freeEnergy (s : ℝ) : ℝ := -(1 / β) * Real.log (partitionFn β U₀ V s)
```

For a function $g$ on $[0,1]$, the trapezoid rule is

$$T_K(g)=\sum_{k=0}^{K-1}\frac1K\,\frac{g(k/K)+g((k+1)/K)}2 .$$

```lean
/-- Trapezoid rule for `g` on `[0,1]` with `K ≥ 1` equal intervals. -/
def trapezoid (g : ℝ → ℝ) (K : ℕ) : ℝ :=
  ∑ k ∈ range K, 1 / (K : ℝ) * (g ((k : ℝ) / K) + g (((k : ℝ) + 1) / K)) / 2
```

## Response of the averages to the coupling

With at least one state, $Z$ is a nonempty sum of positive exponentials, so $Z>0$.

```lean
variable [Nonempty X]

/-- The partition function of a nonempty finite system is positive. -/
theorem partitionFn_pos (s : ℝ) : 0 < partitionFn β U₀ V s :=
  Finset.sum_pos (fun _ _ => Real.exp_pos _) Finset.univ_nonempty
```

Hence $\sum_x p_s(x)=Z/Z=1$. Writing $m=\langle V\rangle_s$, we get $\sum_x p_s(x)(V(x)-m)=m-m=0$.

```lean
/-- On a nonempty state space the Boltzmann probabilities sum to one, and the mean
deviation of `V` from its average vanishes. -/
theorem prob_sum_and_centered (s : ℝ) : ∑ x, prob β U₀ V s x = 1 ∧
    ∑ x, prob β U₀ V s x * (V x - avg β U₀ V s V) = 0 := by
  have h1 : ∑ x, prob β U₀ V s x = 1 := by
    simp only [prob]
    rw [← Finset.sum_div]
    exact div_self (partitionFn_pos β U₀ V s).ne'
  refine ⟨h1, ?_⟩
  simp only [mul_sub, Finset.sum_sub_distrib]
  rw [← Finset.sum_mul, h1, one_mul]
  exact sub_self _
```

Each Boltzmann weight equals $Zp_s(x)$ and has derivative $-\beta V(x)Zp_s(x)$. Summing gives $Z'=-\beta Zm$, and the quotient rule gives

$$p_s'(x)=\frac{-\beta V(x)Z^2p_s(x)+\beta Z^2m\,p_s(x)}{Z^2}=-\beta p_s(x)(V(x)-m).$$

`HasDerivAt` states both that the derivative exists and what it is. In the proof, `hb` differentiates one weight and `hZd` the sum.

```lean
/-- On a nonempty state space, the partition function has derivative `-β Z ⟨V⟩` and each
Boltzmann probability `p` has derivative `-β p (V - ⟨V⟩)` in the coupling. -/
theorem hasDerivAt_weights (s : ℝ) :
    HasDerivAt (partitionFn β U₀ V) (-β * (partitionFn β U₀ V s * avg β U₀ V s V)) s ∧
    ∀ x, HasDerivAt (fun t => prob β U₀ V t x)
      (-β * (prob β U₀ V s x * (V x - avg β U₀ V s V))) s := by
  have hZ := (partitionFn_pos β U₀ V s).ne'
  have hw : ∀ x, Real.exp (-β * (U₀ x + s * V x))
      = partitionFn β U₀ V s * prob β U₀ V s x := by
    intro x
    unfold prob
    field_simp
  have hb : ∀ x, HasDerivAt (fun t => Real.exp (-β * (U₀ x + t * V x)))
      (partitionFn β U₀ V s * prob β U₀ V s x * (-β * V x)) s := by
    intro x
    have h : HasDerivAt (fun t => -β * (U₀ x + t * V x)) (-β * V x) s :=
      ((((hasDerivAt_id' s).mul_const (V x)).const_add (U₀ x)).const_mul (-β)).congr_deriv
        (by ring)
    rw [← hw x]
    exact h.exp
  have hZd : HasDerivAt (partitionFn β U₀ V)
      (-β * (partitionFn β U₀ V s * avg β U₀ V s V)) s := by
    have h : HasDerivAt (fun t => ∑ x, Real.exp (-β * (U₀ x + t * V x)))
        (∑ x, partitionFn β U₀ V s * prob β U₀ V s x * (-β * V x)) s :=
      HasDerivAt.fun_sum fun x _ => hb x
    refine h.congr_deriv ?_
    unfold avg
    rw [Finset.mul_sum, Finset.mul_sum]
    exact Finset.sum_congr rfl fun x _ => by ring
  refine ⟨hZd, fun x => ((hb x).fun_div hZd hZ).congr_deriv ?_⟩
  rw [hw x, div_eq_iff (pow_ne_zero 2 hZ)]
  ring
```

Multiplying by a coupling-independent $f(x)$ and summing gives the static response

$$\frac{d\langle f\rangle_s}{ds}=-\beta\langle f(V-m)\rangle_s .$$

```lean
/-- Static linear response on a nonempty state space: the average of any observable `f`
has derivative `-β ⟨f (V - ⟨V⟩)⟩` in the coupling. -/
theorem hasDerivAt_avg (f : X → ℝ) (s : ℝ) :
    HasDerivAt (fun t => avg β U₀ V t f)
      (-β * avg β U₀ V s (fun x => f x * (V x - avg β U₀ V s V))) s := by
  have h : HasDerivAt (fun t => ∑ x, prob β U₀ V t x * f x)
      (∑ x, -β * (prob β U₀ V s x * (V x - avg β U₀ V s V)) * f x) s :=
    HasDerivAt.fun_sum fun x _ => ((hasDerivAt_weights β U₀ V s).2 x).mul_const (f x)
  refine h.congr_deriv ?_
  show _ = -β * ∑ x, prob β U₀ V s x * (f x * (V x - avg β U₀ V s V))
  rw [Finset.mul_sum]
  exact Finset.sum_congr rfl fun x _ => by ring
```

For the variance, the mean $m$ also moves, at some rate $m'$:

$$\mu_2'=\sum_x\left[-\beta p_s(x)(V(x)-m)^3-2m'p_s(x)(V(x)-m)\right]=-\beta\mu_3 .$$

The second term vanishes because deviations average to zero, so the proof never needs the value of $m'$.

```lean
/-- On a nonempty state space, the variance of `V` changes with the coupling at the rate
`-β` times the third central moment. -/
theorem hasDerivAt_variance (s : ℝ) :
    HasDerivAt (centralMoment β U₀ V 2) (-β * centralMoment β U₀ V 3 s) s := by
  obtain ⟨m', hm⟩ : ∃ m', HasDerivAt (fun t => avg β U₀ V t V) m' s :=
    ⟨_, hasDerivAt_avg β U₀ V V s⟩
  have h : HasDerivAt (fun t => ∑ x, prob β U₀ V t x * (V x - avg β U₀ V t V) ^ 2)
      (∑ x, (-β * (prob β U₀ V s x * (V x - avg β U₀ V s V)) * (V x - avg β U₀ V s V) ^ 2
        + prob β U₀ V s x * (2 * (V x - avg β U₀ V s V) * (-m')))) s :=
    HasDerivAt.fun_sum fun x _ => (((hasDerivAt_weights β U₀ V s).2 x).fun_mul
      ((hm.const_sub (V x)).fun_pow 2)).congr_deriv (by norm_num)
  refine h.congr_deriv ?_
  -- the shift of the mean drops out because deviations average to zero
  have h0 := (prob_sum_and_centered β U₀ V s).2
  show _ = -β * ∑ x, prob β U₀ V s x * (V x - avg β U₀ V s V) ^ 3
  rw [← add_zero (-β * _), ← mul_zero (-2 * m'), ← h0, Finset.mul_sum, Finset.mul_sum,
    ← Finset.sum_add_distrib]
  exact Finset.sum_congr rfl fun x _ => by ring
```

## The third moment of a bounded perturbation

Put $\delta=V-m$. Since $a\le V\le b$,

$$0\le(V-a)(b-V)=(m-a)(b-m)+\delta(a+b-2m)-\delta^2 .$$

Averaging removes the linear term:

$$\mu_2\le(m-a)(b-m)=\frac{(b-a)^2-(a+b-2m)^2}4\le\frac{(b-a)^2}4 .$$

Both $V$ and its mean lie in $[a,b]$, so $|\delta|\le b-a$ and

$$|\mu_3|\le\langle|\delta|^3\rangle_s\le(b-a)\mu_2\le\frac{(b-a)^3}4 .$$

The proof establishes $a\le m\le b$ in `hma` and `hmb`, and the variance estimate in `hvar`; the last calculation is the displayed chain for $\mu_3$.

```lean
/-- If `a ≤ V ≤ b` on a nonempty state space, the third central moment of `V` is at most
`(b - a)³/4` in absolute value. -/
theorem abs_third_moment_le {a b : ℝ} (ha : ∀ x, a ≤ V x) (hb : ∀ x, V x ≤ b) (s : ℝ) :
    |centralMoment β U₀ V 3 s| ≤ (b - a) ^ 3 / 4 := by
  obtain ⟨h1, h0⟩ := prob_sum_and_centered β U₀ V s
  have hp : ∀ x, 0 ≤ prob β U₀ V s x := fun x =>
    div_nonneg (Real.exp_pos _).le (partitionFn_pos β U₀ V s).le
  have hma : a ≤ avg β U₀ V s V := by
    calc a = ∑ x, prob β U₀ V s x * a := by rw [← Finset.sum_mul, h1, one_mul]
      _ ≤ _ := Finset.sum_le_sum fun x _ => mul_le_mul_of_nonneg_left (ha x) (hp x)
  have hmb : avg β U₀ V s V ≤ b := by
    calc _ ≤ ∑ x, prob β U₀ V s x * b :=
          Finset.sum_le_sum fun x _ => mul_le_mul_of_nonneg_left (hb x) (hp x)
      _ = b := by rw [← Finset.sum_mul, h1, one_mul]
  unfold centralMoment
  generalize avg β U₀ V s V = m at h0 hma hmb ⊢
  unfold avg
  -- the variance is at most (m - a)(b - m)
  have hvar : ∑ x, prob β U₀ V s x * (V x - m) ^ 2 ≤ (m - a) * (b - m) := by
    calc _ ≤ ∑ x, (prob β U₀ V s x * ((m - a) * (b - m))
            + prob β U₀ V s x * (V x - m) * (a + b - 2 * m)) := by
          refine Finset.sum_le_sum fun x _ => ?_
          have := mul_nonneg (hp x)
            (mul_nonneg (sub_nonneg.2 (ha x)) (sub_nonneg.2 (hb x)))
          linarith
      _ = _ := by
          rw [Finset.sum_add_distrib, ← Finset.sum_mul, ← Finset.sum_mul, h1, h0]
          ring
  have hab : 0 ≤ b - a := by linarith
  calc _ ≤ ∑ x, |prob β U₀ V s x * (V x - m) ^ 3| := Finset.abs_sum_le_sum_abs _ _
    _ ≤ ∑ x, (b - a) * (prob β U₀ V s x * (V x - m) ^ 2) := by
        refine Finset.sum_le_sum fun x _ => ?_
        have hy : |V x - m| ≤ b - a :=
          abs_le.2 ⟨by linarith [ha x], by linarith [hb x]⟩
        have h3 : |prob β U₀ V s x * (V x - m) ^ 3|
            = |V x - m| * (prob β U₀ V s x * (V x - m) ^ 2) := by
          rw [abs_mul, abs_of_nonneg (hp x), pow_succ, abs_mul, abs_of_nonneg (sq_nonneg _)]
          ring
        rw [h3]
        exact mul_le_mul_of_nonneg_right hy (mul_nonneg (hp x) (sq_nonneg _))
    _ ≤ (b - a) * ((b - a) ^ 2 / 4) := by
        rw [← Finset.mul_sum]
        refine mul_le_mul_of_nonneg_left (hvar.trans ?_) hab
        linarith [sq_nonneg (a + b - 2 * m)]
    _ = _ := by ring
```

## From one panel to the whole interval

For the next two results, $F$ is any function with $F'=g$, and $g_1=g'$, $g_2=g''$. Suppose $g_2\le M$. For a panel starting at $x$, define

$$D(t)=\frac{Mt^3}{12}-\left[\frac{t(g(x)+g(x+t))}2-F(x+t)+F(x)\right].$$

Differentiating twice gives

$$D'(t)=\frac{Mt^2}4-\frac{g(x)-g(x+t)+t\,g_1(x+t)}2,$$

$$D''(t)=\frac t2\,(M-g_2(x+t)).$$

Thus $D(0)=D'(0)=0$ and $D''\ge0$ for $t\ge0$. Monotonicity gives first $D'\ge0$, then $D\ge0$. The local statement `key` carries out this argument; `d1` and `d0` apply it to $D'$ and $D$. Setting $t=h$ bounds the panel error from above.

```lean
/-- One panel of width `h ≥ 0`: if `F' = g` and `g'' ≤ M` everywhere, the trapezoid value
exceeds the increment of `F` by at most `M h³/12`. -/
theorem panel_le {F g g₁ g₂ : ℝ → ℝ} {M : ℝ} (hF : ∀ t, HasDerivAt F (g t) t)
    (hg : ∀ t, HasDerivAt g (g₁ t) t) (hg₁ : ∀ t, HasDerivAt g₁ (g₂ t) t)
    (hM : ∀ t, g₂ t ≤ M) (x : ℝ) {h : ℝ} (hh : 0 ≤ h) :
    h * (g x + g (x + h)) / 2 - (F (x + h) - F x) ≤ M * h ^ 3 / 12 := by
  -- a function starting at zero with nonnegative slope stays nonnegative
  have key : ∀ f f' : ℝ → ℝ, (∀ t, HasDerivAt f (f' t) t) → f 0 = 0 →
      (∀ t, 0 ≤ t → 0 ≤ f' t) → ∀ t, 0 ≤ t → 0 ≤ f t := by
    intro f f' hf h0 hp t ht
    have hmono : MonotoneOn f (Set.Ici 0) :=
      monotoneOn_of_deriv_nonneg (convex_Ici 0)
        (fun u _ => (hf u).continuousAt.continuousWithinAt)
        (fun u _ => (hf u).differentiableAt.differentiableWithinAt)
        (fun u hu => by rw [(hf u).deriv]; exact hp u (interior_subset hu))
    have := hmono (Set.mem_Ici.2 le_rfl) (Set.mem_Ici.2 ht) ht
    rwa [h0] at this
  have d1 := key (fun t => M * (t * t) / 4 - ((g x - g (x + t)) / 2 + t * g₁ (x + t) / 2))
    (fun t => t / 2 * (M - g₂ (x + t)))
    (fun t => (((((hasDerivAt_id' t).fun_mul (hasDerivAt_id' t)).const_mul M).div_const
      4).fun_sub (((((hg (x + t)).comp_const_add x t).const_sub (g x)).div_const 2).fun_add
      (((hasDerivAt_id' t).fun_mul ((hg₁ (x + t)).comp_const_add x t)).div_const
      2))).congr_deriv (by ring))
    (by simp) (fun t ht => mul_nonneg (by linarith) (sub_nonneg.2 (hM _)))
  have d0 := key
    (fun t => M * (t * t * t) / 12 - (t * (g x + g (x + t)) / 2 - (F (x + t) - F x)))
    (fun t => M * (t * t) / 4 - ((g x - g (x + t)) / 2 + t * g₁ (x + t) / 2))
    (fun t => ((((((hasDerivAt_id' t).fun_mul (hasDerivAt_id' t)).fun_mul
      (hasDerivAt_id' t)).const_mul M).div_const 12).fun_sub
      ((((hasDerivAt_id' t).fun_mul (((hg (x + t)).comp_const_add x t).const_add
      (g x))).div_const 2).fun_sub
      (((hF (x + t)).comp_const_add x t).sub_const (F x)))).congr_deriv (by ring))
    (by simp) d1 h hh
  have d : 0 ≤ M * (h * h * h) / 12 - (h * (g x + g (x + h)) / 2 - (F (x + h) - F x)) := d0
  linarith
```

If $|g_2|\le M$, applying the same bound to $-F$ and $-g$ controls the error from below. These are `up` and `lo` in the proof. The increments of $F$ telescope, so $K$ panels of width $1/K$ give

$$|T_K(g)-(F(1)-F(0))|\le K\,\frac{M}{12K^3}=\frac M{12K^2}.$$

```lean
/-- If `F' = g` and `|g''| ≤ M` everywhere, the trapezoid rule for `g` with `K ≥ 1` equal
intervals differs from `F(1) - F(0)` by at most `M/(12 K²)`. -/
theorem trapezoid_error {F g g₁ g₂ : ℝ → ℝ} {M : ℝ} (hF : ∀ t, HasDerivAt F (g t) t)
    (hg : ∀ t, HasDerivAt g (g₁ t) t) (hg₁ : ∀ t, HasDerivAt g₁ (g₂ t) t)
    (hM : ∀ t, |g₂ t| ≤ M) {K : ℕ} (hK : 1 ≤ K) :
    |trapezoid g K - (F 1 - F 0)| ≤ M / (12 * (K : ℝ) ^ 2) := by
  have hK0 : (K : ℝ) ≠ 0 := Nat.cast_ne_zero.2 (by omega)
  have tel := Finset.sum_range_sub (fun k : ℕ => F ((k : ℝ) / K)) K
  simp only [Nat.cast_add, Nat.cast_one, Nat.cast_zero, zero_div, div_self hK0] at tel
  rw [← tel, trapezoid, ← Finset.sum_sub_distrib]
  calc _ ≤ ∑ k ∈ range K, M * (1 / (K : ℝ)) ^ 3 / 12 := by
        refine (Finset.abs_sum_le_sum_abs _ _).trans (Finset.sum_le_sum fun k _ => ?_)
        have hh : (0 : ℝ) ≤ 1 / K := by positivity
        rw [add_div]
        have up := panel_le hF hg hg₁ (fun t => (abs_le.1 (hM t)).2) ((k : ℝ) / K) hh
        -- the lower bound is the upper bound for the reflected functions
        have lo := panel_le (fun t => (hF t).fun_neg) (fun t => (hg t).fun_neg)
          (fun t => (hg₁ t).fun_neg) (fun t => by linarith [(abs_le.1 (hM t)).1])
          ((k : ℝ) / K) hh
        exact abs_le.2 ⟨by linarith, up⟩
    _ = _ := by
        rw [Finset.sum_const, Finset.card_range, nsmul_eq_mul]
        field_simp
```

## The free-energy error

Now let $F$ be the free energy again. Its derivative is $F'=-\beta^{-1}Z'/Z=\langle V\rangle_s$, so $g(s)=\langle V\rangle_s$. The response formula gives $g'=-\beta\langle V(V-m)\rangle_s=-\beta\mu_2$, because $\langle m(V-m)\rangle_s=0$. Therefore $g''=\beta^2\mu_3$, and we may take $M=\beta^2(b-a)^3/4$:

$$|T_K(\langle V\rangle)-(F(1)-F(0))|\le\frac{\beta^2(b-a)^3}{48K^2}.$$

In the theorem, `hβ` says that the temperature is positive and finite, `ha` and `hb` bound the perturbation in every state, and `hK` requires at least one interval. The numbers $a$ and $b$ need not be attained. The proof's `hF`, `hg` and `hM` supply the free-energy derivative, the slope of the average and the curvature bound.

```lean
/-- Thermodynamic integration on a finite nonempty state space with `β > 0` and
`a ≤ V ≤ b`: the trapezoid rule for `⟨V⟩` with `K ≥ 1` equal intervals differs from the
free-energy difference by at most `β² (b - a)³/(48 K²)`. -/
theorem thermodynamic_integration_error (hβ : 0 < β) {a b : ℝ} (ha : ∀ x, a ≤ V x)
    (hb : ∀ x, V x ≤ b) {K : ℕ} (hK : 1 ≤ K) :
    |trapezoid (fun s => avg β U₀ V s V) K - (freeEnergy β U₀ V 1 - freeEnergy β U₀ V 0)|
      ≤ β ^ 2 * (b - a) ^ 3 / (48 * (K : ℝ) ^ 2) := by
  have hF : ∀ s, HasDerivAt (freeEnergy β U₀ V) (avg β U₀ V s V) s := by
    intro s
    have hZ := (partitionFn_pos β U₀ V s).ne'
    refine (((hasDerivAt_weights β U₀ V s).1.log hZ).const_mul (-(1 / β))).congr_deriv ?_
    field_simp
  have hg : ∀ s, HasDerivAt (fun t => avg β U₀ V t V) (-β * centralMoment β U₀ V 2 s) s := by
    intro s
    refine (hasDerivAt_avg β U₀ V V s).congr_deriv (congrArg (fun z => -β * z) ?_)
    have h0 := (prob_sum_and_centered β U₀ V s).2
    show ∑ x, prob β U₀ V s x * (V x * (V x - avg β U₀ V s V))
      = ∑ x, prob β U₀ V s x * (V x - avg β U₀ V s V) ^ 2
    rw [← sub_eq_zero, ← Finset.sum_sub_distrib, ← mul_zero (avg β U₀ V s V), ← h0,
      Finset.mul_sum]
    exact Finset.sum_congr rfl fun x _ => by ring
  have hM : ∀ s, |-β * (-β * centralMoment β U₀ V 3 s)| ≤ β ^ 2 * ((b - a) ^ 3 / 4) := by
    intro s
    have e : -β * (-β * centralMoment β U₀ V 3 s) = β ^ 2 * centralMoment β U₀ V 3 s := by
      ring
    rw [e, abs_mul, abs_of_nonneg (sq_nonneg β)]
    exact mul_le_mul_of_nonneg_left (abs_third_moment_le β U₀ V ha hb s) (sq_nonneg β)
  refine (trapezoid_error hF hg
    (fun s => (hasDerivAt_variance β U₀ V s).const_mul (-β)) hM hK).trans (le_of_eq ?_)
  ring

end

end ThermodynamicIntegrationTrapezoid
```

```lean
#print axioms ThermodynamicIntegrationTrapezoid.thermodynamic_integration_error
```

```
'ThermodynamicIntegrationTrapezoid.thermodynamic_integration_error' depends on axioms: [propext, Classical.choice, Quot.sound]
```

## Small cases and continuous configurations

With $K=1$, the rule is the mean of the two endpoint averages. If $b-a=2k_BT$, its error is at most $k_BT/6$; ten intervals lower the bound to $k_BT/600$. If $a=b$, then $V$ is constant and the bound is zero.

The theorem takes exact canonical averages as input; passing to a simulation means replacing them by sampled estimates, whose statistical error must be added. Strongly repulsive overlaps can also make $b-a$ so large that the bound has little use.

The states could also have been modelled as a continuous configuration space, with integrals in place of sums. For bounded measurable $V$ and a finite, positive partition function at $s=0$, the same constant would result, but the proof would have to justify differentiation under the integral.
